# Every normalized polynomial pair of matching degree and parity has quantum signal processing phases

## Gates, sequence and admissible pairs

Quantum signal processing rotates one qubit by a signal gate that carries a number \(x\in[-1,1]\), with phase gates in between. Given two polynomials, we seek phases that make them appear in the matrix of the whole sequence.

```lean
import Mathlib

open Polynomial

namespace QSPConverse

noncomputable section
```

With Pauli matrices \(Z\) and \(X\), the phase gate is \(e^{i\phi Z}\), where \(\phi\) is real.

```lean
/-- The phase gate `exp(i φ Z)`, with `Z` the Pauli matrix `diag(1, -1)`. -/
def zRot (φ : ℝ) : Matrix (Fin 2) (Fin 2) ℂ :=
  NormedSpace.exp (((φ : ℂ) * Complex.I) • !![(1 : ℂ), 0; 0, -1])
```

The signal gate is \(W(x)=e^{i\arccos(x)X}\). Both gates are defined as matrix exponentials.

```lean
/-- The signal gate `W(x) = exp(i arccos(x) X)`, with `X` the Pauli flip matrix. -/
def signal (x : ℝ) : Matrix (Fin 2) (Fin 2) ℂ :=
  NormedSpace.exp (((Real.arccos x : ℂ) * Complex.I) • !![(0 : ℂ), 1; 1, 0])
```

A sequence with \(d\) signal gates is
\[
U_d(x)=e^{i\phi_0Z}\,W(x)e^{i\phi_1Z}\cdots W(x)e^{i\phi_dZ}.
\]
In Lean, `φ : ℕ → ℝ` is an infinite list, of which `qsp φ x d` uses only \(\phi_0,\dots,\phi_d\).

```lean
/-- The QSP product `exp(i φ₀ Z) W(x) exp(i φ₁ Z) ⋯ W(x) exp(i φ_d Z)` with `d` signal gates. -/
def qsp (φ : ℕ → ℝ) (x : ℝ) : ℕ → Matrix (Fin 2) (Fin 2) ℂ
  | 0 => zRot (φ 0)
  | d + 1 => qsp φ x d * signal x * zRot (φ (d + 1))
```

Write \(p_k\) for the coefficient of \(x^k\) in \(p\). Parity \(n\) means that \(p_k=0\) whenever \(k+n\) is odd.

```lean
/-- The polynomial contains only powers `x^k` with `k` of the same parity as `n`. -/
def HasParity (p : ℂ[X]) (n : ℕ) : Prop := ∀ k, (k + n) % 2 = 1 → p.coeff k = 0
```

A pair \((p,q)\) of complex polynomials is admissible for \(d\) if \(\deg p\le d\), \(\deg q<d\), the parities are \(d\) and \(d-1\), and
\[
|p(x)|^2+(1-x^2)|q(x)|^2=1\qquad(-1\le x\le1).
\]
This last condition says that \((p,\,i\sqrt{1-x^2}\,q)\), which is to be the first row of \(U_d(x)\), has unit norm. Lean writes the parity \(d-1\) as `d + 1`. Only the zero polynomial has `degree` below 0, so \(d=0\) forces \(q=0\). Both polynomials are given; finding a \(q\) to complete a desired \(p\) is a separate problem.

```lean
/-- The conditions on a pair `(p, q)` for `d` signal gates: `deg p ≤ d`, `deg q < d` (so `q = 0`
if `d = 0`), parities `d` and `d + 1`, and `|p|² + (1 - x²)|q|² = 1` on `[-1, 1]`. -/
structure IsQSPPair (d : ℕ) (p q : ℂ[X]) : Prop where
  deg_p : p.natDegree ≤ d
  deg_q : q.degree < (d : WithBot ℕ)
  par_p : HasParity p d
  par_q : HasParity q (d + 1)
  norm_one : ∀ x ∈ Set.Icc (-1 : ℝ) 1,
    ‖p.eval (x : ℂ)‖ ^ 2 + (1 - x ^ 2) * ‖q.eval (x : ℂ)‖ ^ 2 = 1
```

## The gates as explicit matrices

Since \(Z\) is diagonal, the exponential acts on each diagonal entry separately: \(e^{i\phi Z}=\mathrm{diag}(e^{i\phi},e^{-i\phi})\).

```lean
/-- The phase gate is the diagonal matrix with entries `e^{iφ}` and `e^{-iφ}`. -/
theorem zRot_eq (φ : ℝ) : zRot φ =
    !![Complex.exp (φ * Complex.I), 0; 0, Complex.exp (-(φ * Complex.I))] := by
  have h : ((φ : ℂ) * Complex.I) • !![(1 : ℂ), 0; 0, -1] =
      Matrix.diagonal ![(φ : ℂ) * Complex.I, -(φ * Complex.I)] := by
    ext i j; fin_cases i <;> fin_cases j <;> simp
  -- the exponential of a vector is taken entry by entry
  have hv : NormedSpace.exp ![(φ : ℂ) * Complex.I, -(φ * Complex.I)] =
      ![Complex.exp (φ * Complex.I), Complex.exp (-(φ * Complex.I))] := by
    funext i
    have h1 : NormedSpace.exp ![(φ : ℂ) * Complex.I, -(φ * Complex.I)] i =
        NormedSpace.exp (![(φ : ℂ) * Complex.I, -(φ * Complex.I)] i) :=
      NormedSpace.map_exp (Pi.evalRingHom (fun _ : Fin 2 => ℂ) i) (continuous_apply i) _
    rw [h1, ← Complex.exp_eq_exp_ℂ]
    fin_cases i <;> simp
  rw [zRot, h, Matrix.exp_diagonal, hv]
  ext i j
  fin_cases i <;> fin_cases j <;> simp
```

Put \(\theta=\arccos x\) and \(s=\sin\theta=\sqrt{1-x^2}\). The Hadamard matrix \(H\) gives \(X=HZH^{-1}\), hence
\[
W(x)=H\,\mathrm{diag}(e^{i\theta},e^{-i\theta})\,H^{-1}=\begin{pmatrix}x&is\\ is&x\end{pmatrix}.
\]
The code conjugates with \(\sqrt2\,H\), whose factor cancels against the inverse.

```lean
/-- For `x` in `[-1, 1]` the signal gate has diagonal entries `x` and off-diagonal entries
`i √(1 - x²)`. -/
theorem signal_eq {x : ℝ} (hx : x ∈ Set.Icc (-1 : ℝ) 1) : signal x =
    !![(x : ℂ), Complex.I * (√(1 - x ^ 2) : ℝ); Complex.I * (√(1 - x ^ 2) : ℝ), (x : ℂ)] := by
  -- the Hadamard matrix turns X into Z
  have hUV : !![(1 : ℂ), 1; 1, -1] * !![(1 / 2 : ℂ), 1 / 2; 1 / 2, -1 / 2] = 1 := by
    ext i j
    fin_cases i <;> fin_cases j <;> norm_num [Matrix.mul_apply, Fin.sum_univ_two]
  have hU : IsUnit !![(1 : ℂ), 1; 1, -1] := ⟨⟨_, _, hUV, mul_eq_one_comm.mp hUV⟩, rfl⟩
  have h : ((Real.arccos x : ℂ) * Complex.I) • !![(0 : ℂ), 1; 1, 0] = !![(1 : ℂ), 1; 1, -1] *
      (((Real.arccos x : ℂ) * Complex.I) • !![(1 : ℂ), 0; 0, -1]) * !![(1 : ℂ), 1; 1, -1]⁻¹ := by
    rw [Matrix.inv_eq_right_inv hUV]
    ext i j
    fin_cases i <;> fin_cases j <;> simp [Matrix.mul_apply, Fin.sum_univ_two] <;> ring
  have e1 : Complex.exp (Real.arccos x * Complex.I) = x + (√(1 - x ^ 2) : ℝ) * Complex.I := by
    rw [Complex.exp_mul_I, ← Complex.ofReal_cos, ← Complex.ofReal_sin,
      Real.cos_arccos hx.1 hx.2, Real.sin_arccos]
  have e2 : Complex.exp (-(Real.arccos x * Complex.I)) =
      x - (√(1 - x ^ 2) : ℝ) * Complex.I := by
    rw [← neg_mul, Complex.exp_mul_I, Complex.cos_neg, Complex.sin_neg, ← Complex.ofReal_cos,
      ← Complex.ofReal_sin, Real.cos_arccos hx.1 hx.2, Real.sin_arccos]
    ring
  rw [signal, h, Matrix.exp_conj _ _ hU, Matrix.inv_eq_right_inv hUV, ← zRot, zRot_eq, e1, e2]
  ext i j
  fin_cases i <;> fin_cases j <;> simp [Matrix.mul_apply, Fin.sum_univ_two] <;> ring
```

One more layer therefore takes a row \((a,b)\) to
\[
\big((xa+isb)e^{i\phi},\ (isa+xb)e^{-i\phi}\big).
\]
Rows and columns are numbered from 0 in Lean.

```lean
/-- How one more signal gate and phase gate change a row of the QSP product, for `x` in
`[-1, 1]`. -/
theorem qsp_succ_row (φ : ℕ → ℝ) (d : ℕ) {x : ℝ} (hx : x ∈ Set.Icc (-1 : ℝ) 1) (i : Fin 2) :
    qsp φ x (d + 1) i 0 = (qsp φ x d i 0 * x + qsp φ x d i 1 *
      (Complex.I * (√(1 - x ^ 2) : ℝ))) * Complex.exp (φ (d + 1) * Complex.I) ∧
    qsp φ x (d + 1) i 1 = (qsp φ x d i 0 * (Complex.I * (√(1 - x ^ 2) : ℝ)) +
      qsp φ x d i 1 * x) * Complex.exp (-(φ (d + 1) * Complex.I)) := by
  have h : qsp φ x (d + 1) = qsp φ x d * signal x * zRot (φ (d + 1)) := rfl
  rw [h, signal_eq hx, zRot_eq]
  constructor <;> simp [Matrix.mul_apply, Fin.sum_univ_two]
```

## Removing one layer

Let \((p,q)\) be admissible for \(d+1\), and let \(\bar p\) have the conjugated coefficients. For real \(x\), \(|p(x)|^2=p(x)\bar p(x)\), so the normalization reads
\[
p\bar p+(1-x^2)q\bar q=1.
\]
The coefficient of \(x^{2d+2}\) gives \(|p_{d+1}|^2-|q_d|^2=0\).

The Mathlib lemma `Polynomial.eq_of_infinite_eval_eq` carries this step: polynomials that agree at infinitely many points are equal. It turns a condition on an interval into one on coefficients. The points supplied are the image of \([-1,1]\) in \(\mathbb C\), where conjugating a value amounts to conjugating coefficients.

```lean
/-- If `deg p ≤ d + 1`, `deg q ≤ d` and `|p|² + (1 - x²)|q|² = 1` on `[-1, 1]`, then the
coefficients of `x^(d+1)` in `p` and of `x^d` in `q` have equal modulus. -/
theorem leading_norm_eq {d : ℕ} {p q : ℂ[X]} (hp : p.natDegree ≤ d + 1) (hq : q.natDegree ≤ d)
    (h : ∀ x ∈ Set.Icc (-1 : ℝ) 1,
      ‖p.eval (x : ℂ)‖ ^ 2 + (1 - x ^ 2) * ‖q.eval (x : ℂ)‖ ^ 2 = 1) :
    ‖p.coeff (d + 1)‖ = ‖q.coeff d‖ := by
  -- the normalization is an identity between polynomials
  have key : p * p.map (starRingEnd ℂ) + (1 - X ^ 2) * (q * q.map (starRingEnd ℂ)) = 1 := by
    apply Polynomial.eq_of_infinite_eval_eq
    refine Set.Infinite.mono (s := Complex.ofReal '' Set.Icc (-1) 1) ?_
      ((Set.Icc_infinite (by norm_num)).image Complex.ofReal_injective.injOn)
    rintro _ ⟨x, hx, rfl⟩
    have ep : ∀ r : ℂ[X], (r.map (starRingEnd ℂ)).eval (x : ℂ) =
        starRingEnd ℂ (r.eval (x : ℂ)) := by
      intro r
      have := Polynomial.eval₂_at_apply (p := r) (starRingEnd ℂ) (x : ℂ)
      rw [Complex.conj_ofReal] at this
      rw [Polynomial.eval_map]
      exact this
    simp only [Set.mem_ofPred_eq, eval_add, eval_mul, eval_sub, eval_one, eval_pow, eval_X, ep,
      Complex.mul_conj']
    exact_mod_cast h x hx
  -- compare the coefficients of x^(2d+2)
  have hp' : (p.map (starRingEnd ℂ)).natDegree ≤ d + 1 := by rwa [Polynomial.natDegree_map]
  have hq' : (q.map (starRingEnd ℂ)).natDegree ≤ d := by rwa [Polynomial.natDegree_map]
  have h1 := coeff_mul_add_eq_of_natDegree_le hp hp'
  have h3 := coeff_mul_add_eq_of_natDegree_le hq hq'
  have hX : (1 - X ^ 2 : ℂ[X]).natDegree ≤ 2 := by compute_degree
  have h2 := coeff_mul_add_eq_of_natDegree_le hX
    (natDegree_mul_le.trans (add_le_add hq hq'))
  have hX2 : (1 - X ^ 2 : ℂ[X]).coeff 2 = -1 := by simp [coeff_one]
  have h4 : (1 : ℂ[X]).coeff (2 + (d + d)) = 0 := by rw [coeff_one, if_neg (by omega)]
  have hc := congrArg (fun r : ℂ[X] => r.coeff (d + 1 + (d + 1))) key
  simp only [coeff_add] at hc
  rw [h1, show d + 1 + (d + 1) = 2 + (d + d) by ring, h2, h3, h4, hX2, coeff_map, coeff_map,
    Complex.mul_conj', Complex.mul_conj'] at hc
  have hn : (‖p.coeff (d + 1)‖ : ℂ) ^ 2 = (‖q.coeff d‖ : ℂ) ^ 2 := by linear_combination hc
  exact (sq_eq_sq₀ (norm_nonneg _) (norm_nonneg _)).1 (by exact_mod_cast hn)
```

Numbers \(a,b\) of equal modulus satisfy \(ae^{-i\phi}=be^{i\phi}\) for \(\phi=(\arg a-\arg b)/2\), as their polar forms show.

```lean
/-- Two complex numbers of equal modulus are made equal by opposite rotations through one real
phase. -/
theorem exists_phase {a b : ℂ} (h : ‖a‖ = ‖b‖) : ∃ φ : ℝ,
    a * Complex.exp (-(φ * Complex.I)) = b * Complex.exp (φ * Complex.I) := by
  refine ⟨(a.arg - b.arg) / 2, ?_⟩
  calc a * Complex.exp (-(((a.arg - b.arg) / 2 : ℝ) * Complex.I))
      = ‖a‖ * Complex.exp (a.arg * Complex.I) *
          Complex.exp (-(((a.arg - b.arg) / 2 : ℝ) * Complex.I)) := by
        rw [Complex.norm_mul_exp_arg_mul_I]
    _ = ‖b‖ * Complex.exp (b.arg * Complex.I) *
          Complex.exp (((a.arg - b.arg) / 2 : ℝ) * Complex.I) := by
        rw [h, mul_assoc, mul_assoc, ← Complex.exp_add, ← Complex.exp_add]
        congr 2
        push_cast
        ring
    _ = _ := by rw [Complex.norm_mul_exp_arg_mul_I]
```

Take this \(\phi\) for \(a=p_{d+1}\), \(b=q_d\), and undo the last layer:
\[
p'=xe^{-i\phi}p+(1-x^2)e^{i\phi}q,\qquad q'=xe^{i\phi}q-e^{-i\phi}p.
\]
Substitution confirms the inverse relations
\[
p=e^{i\phi}\big(xp'-(1-x^2)q'\big),\qquad q=e^{-i\phi}(p'+xq').
\]
The coefficient of \(x^{d+2}\) in \(p'\) is \(e^{-i\phi}p_{d+1}-e^{i\phi}q_d=0\), and that of \(x^{d+1}\) in \(q'\) is its negative. Parity removes the next coefficient of each, so \(\deg p'\le d\) and \(\deg q'<d\). With \(u=e^{-i\phi}p\) and \(v=e^{i\phi}q\), the cross terms cancel in
\[
|xu+(1-x^2)v|^2+(1-x^2)|xv-u|^2=|u|^2+(1-x^2)|v|^2,
\]
so the normalization survives. In Lean, `top` records the cancellation, `parP` and `parQ` the parities, and `linear_combination` checks the inverse relations.

```lean
/-- Layer stripping: a pair for `d + 1` signal gates comes from a pair for `d` signal gates by
one signal gate and one phase gate. -/
theorem strip_layer {d : ℕ} {p q : ℂ[X]} (h : IsQSPPair (d + 1) p q) :
    ∃ (φ : ℝ) (p' q' : ℂ[X]), IsQSPPair d p' q' ∧
      p = C (Complex.exp (φ * Complex.I)) * (X * p' - (1 - X ^ 2) * q') ∧
      q = C (Complex.exp (-(φ * Complex.I))) * (p' + X * q') := by
  have hP := natDegree_le_iff_coeff_eq_zero.1 h.deg_p
  have hQ := (degree_lt_iff_coeff_zero q (d + 1)).1 h.deg_q
  obtain ⟨φ, hφ⟩ := exists_phase (leading_norm_eq h.deg_p
    (natDegree_le_iff_coeff_eq_zero.2 fun k hk => hQ k hk) h.norm_one)
  have ne : ‖Complex.exp (φ * Complex.I)‖ = 1 := Complex.norm_exp_ofReal_mul_I φ
  have nf : ‖Complex.exp (-(φ * Complex.I))‖ = 1 := by
    have := Complex.norm_exp_ofReal_mul_I (-φ)
    rwa [Complex.ofReal_neg, neg_mul] at this
  have hef : Complex.exp (φ * Complex.I) * Complex.exp (-(φ * Complex.I)) = 1 := by
    rw [← Complex.exp_add, add_neg_cancel, Complex.exp_zero]
  refine ⟨φ, ?_⟩
  generalize Complex.exp (φ * Complex.I) = e at *
  generalize Complex.exp (-(φ * Complex.I)) = f at *
  have hC : C e * C f = (1 : ℂ[X]) := by rw [← C_mul, hef, C_1]
  have parP : HasParity (C f * (X * p) + C e * (q - X * (X * q))) d := by
    intro k hk
    rcases k with _ | _ | m
    · simp [h.par_q 0 (by omega)]
    · simp [coeff_X_mul, h.par_p 0 (by omega), h.par_q 1 (by omega)]
    · simp only [coeff_add, coeff_sub, coeff_C_mul, coeff_X_mul]
      rw [h.par_p (m + 1) (by omega), h.par_q (m + 1 + 1) (by omega), h.par_q m (by omega)]
      ring
  have parQ : HasParity (C e * (X * q) - C f * p) (d + 1) := by
    intro k hk
    rcases k with _ | m
    · simp [h.par_p 0 (by omega)]
    · simp only [coeff_sub, coeff_C_mul, coeff_X_mul]
      rw [h.par_p (m + 1) (by omega), h.par_q m (by omega)]
      ring
  -- the chosen phase cancels the leading terms
  have top : ∀ m, d ≤ m → p.coeff (m + 1) * f = q.coeff m * e := by
    intro m hm
    rcases hm.eq_or_lt with rfl | hm
    · exact hφ
    · rw [hP (m + 1) (by omega), hQ m (by omega)]; ring
  refine ⟨C f * (X * p) + C e * (q - X * (X * q)), C e * (X * q) - C f * p,
    ⟨?_, ?_, parP, parQ, ?_⟩, by linear_combination (-p) * hC, by linear_combination (-q) * hC⟩
  · refine natDegree_le_iff_coeff_eq_zero.2 fun k hk => ?_
    by_cases hkd : (k + d) % 2 = 1
    · exact parP k hkd
    · obtain ⟨m, rfl⟩ : ∃ m, k = m + 1 + 1 := ⟨k - 2, by omega⟩
      simp only [coeff_add, coeff_sub, coeff_C_mul, coeff_X_mul]
      rw [hQ (m + 1 + 1) (by omega)]
      linear_combination top m (by omega)
  · refine (degree_lt_iff_coeff_zero _ d).2 fun k hk => ?_
    by_cases hkd : (k + (d + 1)) % 2 = 1
    · exact parQ k hkd
    · obtain ⟨m, rfl⟩ : ∃ m, k = m + 1 := ⟨k - 1, by omega⟩
      simp only [coeff_sub, coeff_C_mul, coeff_X_mul]
      linear_combination -top m (by omega)
  · intro x hx
    -- undoing a unitary gate preserves the norm of the row
    have id : ∀ u v : ℂ, ‖(x : ℂ) * u + ((1 - x ^ 2 : ℝ) : ℂ) * v‖ ^ 2 +
        (1 - x ^ 2) * ‖(x : ℂ) * v - u‖ ^ 2 = ‖u‖ ^ 2 + (1 - x ^ 2) * ‖v‖ ^ 2 := by
      intro u v
      simp only [← Complex.normSq_eq_norm_sq, Complex.normSq_apply, Complex.add_re,
        Complex.add_im, Complex.sub_re, Complex.sub_im, Complex.mul_re, Complex.mul_im,
        Complex.ofReal_re, Complex.ofReal_im]
      ring
    have h1 : (C f * (X * p) + C e * (q - X * (X * q))).eval (x : ℂ) =
        x * (f * p.eval (x : ℂ)) + ((1 - x ^ 2 : ℝ) : ℂ) * (e * q.eval (x : ℂ)) := by
      simp only [eval_add, eval_mul, eval_sub, eval_C, eval_X]
      push_cast
      ring
    have h2 : (C e * (X * q) - C f * p).eval (x : ℂ) =
        x * (e * q.eval (x : ℂ)) - f * p.eval (x : ℂ) := by
      simp only [eval_mul, eval_sub, eval_C, eval_X]
      ring
    rw [h1, h2, id, norm_mul, norm_mul, ne, nf, one_mul, one_mul]
    exact h.norm_one x hx
```

In a calculation this step reads off the phases from last to first. Take \(d=2\), \(p=\sqrt2\,x^2-e^{-i\pi/4}\), \(q=\sqrt2\,x\). The leading coefficients are equal, so \(\phi_2=0\), and the new pair is \((e^{i\pi/4}x,\ e^{-i\pi/4})\). Half the difference of arguments gives \(\phi_1=\pi/4\). The pair \((1,0)\) remains, so \(\phi_0=0\).

## Phases for the whole sequence

Appending a phase leaves the earlier part of the product unchanged.

```lean
/-- The QSP product with `d` signal gates depends only on the phases `φ₀, …, φ_d`. -/
theorem qsp_congr {φ ψ : ℕ → ℝ} (x : ℝ) {d : ℕ} (h : ∀ j ≤ d, φ j = ψ j) :
    qsp φ x d = qsp ψ x d := by
  induction d with
  | zero => simp only [qsp, h 0 le_rfl]
  | succ d ih => simp only [qsp, h (d + 1) le_rfl, ih fun j hj => h j (by omega)]
```

Now use induction on \(d\). For \(d=0\), \(q=0\) and \(p\) is a constant of modulus one, so \(\phi_0=\arg p\). For \(d+1\), strip a layer, take the phases of \((p',q')\), and append \(\phi\). The row \((p',isq')\) then becomes
\[
\big(e^{i\phi}(xp'-s^2q'),\ is\,e^{-i\phi}(p'+xq')\big)=(p,isq).
\]
The phases are the same for all \(x\in[-1,1]\). The theorem runs from polynomials to phases and makes no claim of uniqueness.

```lean
/-- Converse of quantum signal processing: every pair `(p, q)` that meets the degree, parity and
normalization conditions is realized by real phases, the first row of the product being
`(p(x), i √(1 - x²) q(x))` for all `x` in `[-1, 1]`. -/
theorem qsp_converse {d : ℕ} {p q : ℂ[X]} (h : IsQSPPair d p q) :
    ∃ φ : ℕ → ℝ, ∀ x ∈ Set.Icc (-1 : ℝ) 1, qsp φ x d 0 0 = p.eval (x : ℂ) ∧
      qsp φ x d 0 1 = Complex.I * (√(1 - x ^ 2) : ℝ) * q.eval (x : ℂ) := by
  induction d generalizing p q with
  | zero =>
    -- p is a constant of modulus one and q vanishes
    have hq : q = 0 := by
      ext k
      simpa using (degree_lt_iff_coeff_zero q 0).1 h.deg_q k (Nat.zero_le k)
    have hp : ∀ z, p.eval z = p.coeff 0 := by
      intro z
      conv_lhs => rw [eq_C_of_natDegree_le_zero h.deg_p, eval_C]
    have h0 := h.norm_one 0 (by norm_num)
    rw [hp, hq] at h0
    have ha : ‖p.coeff 0‖ = 1 := by
      have h0' : ‖p.coeff 0‖ ^ 2 = 1 := by simpa using h0
      nlinarith [norm_nonneg (p.coeff 0)]
    have he := Complex.norm_mul_exp_arg_mul_I (p.coeff 0)
    rw [ha, Complex.ofReal_one, one_mul] at he
    refine ⟨fun _ => (p.coeff 0).arg, fun x _ => ?_⟩
    rw [hp, hq, qsp, zRot_eq, he]
    simp
  | succ d ih =>
    obtain ⟨φ, p', q', h', hp, hq⟩ := strip_layer h
    obtain ⟨ψ, hψ⟩ := ih h'
    obtain ⟨θ, h1, h2⟩ : ∃ θ : ℕ → ℝ, (∀ j ≤ d, θ j = ψ j) ∧ θ (d + 1) = φ :=
      ⟨fun j => if j ≤ d then ψ j else φ, fun j hj => if_pos hj, if_neg (by omega)⟩
    refine ⟨θ, fun x hx => ?_⟩
    obtain ⟨r0, r1⟩ := qsp_succ_row θ d hx 0
    rw [qsp_congr x h1, (hψ x hx).1, (hψ x hx).2, h2] at r0 r1
    have hs : ((√(1 - x ^ 2) : ℝ) : ℂ) ^ 2 = 1 - (x : ℂ) ^ 2 := by
      exact_mod_cast Real.sq_sqrt (show 0 ≤ 1 - x ^ 2 by nlinarith [hx.1, hx.2])
    rw [r0, r1, hp, hq]
    simp only [eval_mul, eval_add, eval_sub, eval_C, eval_X, eval_one, eval_pow]
    constructor
    · linear_combination Complex.exp (φ * Complex.I) * q'.eval (x : ℂ) *
        ((√(1 - x ^ 2) : ℝ) : ℂ) ^ 2 * Complex.I_sq -
        Complex.exp (φ * Complex.I) * q'.eval (x : ℂ) * hs
    · ring
```

The second row follows from the first: \((a,b)\) is accompanied by \((-b^*,a^*)\). This holds for a single phase gate, and the row update preserves it.

```lean
/-- For `x` in `[-1, 1]` the second row of the QSP product is fixed by the first: a first row
`(a, b)` comes with the second row `(-b*, a*)`. -/
theorem qsp_second_row (φ : ℕ → ℝ) (d : ℕ) {x : ℝ} (hx : x ∈ Set.Icc (-1 : ℝ) 1) :
    qsp φ x d 1 0 = -starRingEnd ℂ (qsp φ x d 0 1) ∧
      qsp φ x d 1 1 = starRingEnd ℂ (qsp φ x d 0 0) := by
  have hf : ∀ t : ℝ, starRingEnd ℂ (Complex.exp (t * Complex.I)) =
      Complex.exp (-(t * Complex.I)) := by
    intro t; rw [← Complex.exp_conj]; simp
  have hf' : ∀ t : ℝ, starRingEnd ℂ (Complex.exp (-(t * Complex.I))) =
      Complex.exp (t * Complex.I) := by
    intro t; rw [← Complex.exp_conj]; simp
  induction d with
  | zero =>
    rw [qsp, zRot_eq]
    constructor
    · simp
    · exact (hf _).symm
  | succ d ih =>
    obtain ⟨a0, a1⟩ := qsp_succ_row φ d hx 0
    obtain ⟨b0, b1⟩ := qsp_succ_row φ d hx 1
    rw [a0, a1, b0, b1, ih.1, ih.2]
    simp only [map_mul, map_add, Complex.conj_I, Complex.conj_ofReal, hf, hf']
    constructor <;> ring
```

With \(a=p\) and \(b=isq\), the full matrix is
\[
U_d(x)=\begin{pmatrix}p&isq\\ isq^*&p^*\end{pmatrix}.
\]

```lean
/-- For a pair `(p, q)` that meets the QSP conditions, real phases exist for which the whole
product is the matrix with rows `(p, i √(1 - x²) q)` and `(i √(1 - x²) q*, p*)` on `[-1, 1]`. -/
theorem qsp_converse_matrix {d : ℕ} {p q : ℂ[X]} (h : IsQSPPair d p q) :
    ∃ φ : ℕ → ℝ, ∀ x ∈ Set.Icc (-1 : ℝ) 1, qsp φ x d =
      !![p.eval (x : ℂ), Complex.I * (√(1 - x ^ 2) : ℝ) * q.eval (x : ℂ);
        Complex.I * (√(1 - x ^ 2) : ℝ) * starRingEnd ℂ (q.eval (x : ℂ)),
        starRingEnd ℂ (p.eval (x : ℂ))] := by
  obtain ⟨φ, hφ⟩ := qsp_converse h
  refine ⟨φ, fun x hx => ?_⟩
  obtain ⟨h0, h1⟩ := hφ x hx
  obtain ⟨h2, h3⟩ := qsp_second_row φ d hx
  rw [h1] at h2
  rw [h0] at h3
  rw [Matrix.eta_fin_two (qsp φ x d), h0, h1, h2, h3]
  simp only [map_mul, Complex.conj_I, Complex.conj_ofReal, neg_mul, neg_neg]

end

end QSPConverse
```

```lean
#print axioms QSPConverse.qsp_converse
-- 'QSPConverse.qsp_converse' depends on axioms: [propext, Classical.choice, Quot.sound]
#print axioms QSPConverse.qsp_converse_matrix
-- 'QSPConverse.qsp_converse_matrix' depends on axioms: [propext, Classical.choice, Quot.sound]
```

Some methods of Hamiltonian simulation use such sequences to apply polynomials of a block-encoded Hamiltonian, whereas the result here concerns one qubit and a scalar \(x\). The step between them is qubitization, which builds from the block encoding a unitary that, for each eigenvector of the rescaled Hamiltonian with eigenvalue \(x\), \(|x|<1\), acts as \(W(x)\) on a two-dimensional subspace in a suitable basis.
